# Cesàro means of a continuous periodic function's Fourier series stay within its range and converge uniformly

A spectral density $\rho(E)$ on $[-1,1]$ is often known only through finitely many Chebyshev moments. Up to a constant, these are the cosine coefficients of the $2\pi$-periodic function $f(\theta)=\rho(\cos\theta)\,|\sin\theta|$. Cutting the Fourier series off sharply can produce ripples, and even negative density. Does averaging the partial sums keep the density nonnegative and still recover $f$ in the limit? For continuous $f\ge0$ and exact coefficients, it does. Ripples can remain, but they never leave the range of $f$.

## Series, kernels and averages

```lean
import Mathlib

open Real Filter Topology

namespace FejerDamping

noncomputable section

/-- Cosine Fourier coefficient: the mean of `f t * cos (k t)` over one period. -/
def cosCoeff (f : ℝ → ℝ) (k : ℕ) : ℝ := (∫ t in (-π)..π, f t * cos ((k : ℝ) * t)) / (2 * π)
```

A function `f : ℝ → ℝ` has cosine coefficients $a_k=\frac1{2\pi}\int_{-\pi}^{\pi}f(t)\cos kt\,dt$.

```lean
/-- Sine Fourier coefficient: the mean of `f t * sin (k t)` over one period. -/
def sinCoeff (f : ℝ → ℝ) (k : ℕ) : ℝ := (∫ t in (-π)..π, f t * sin ((k : ℝ) * t)) / (2 * π)
```

Likewise, $b_k=\frac1{2\pi}\int_{-\pi}^{\pi}f(t)\sin kt\,dt$.

```lean
/-- Fourier series of `f` cut after `N` harmonics, with harmonic `k` multiplied by `g k`. -/
def damped (g : ℕ → ℝ) (N : ℕ) (f : ℝ → ℝ) (x : ℝ) : ℝ :=
  cosCoeff f 0 + 2 * ∑ k ∈ Finset.range N, g (k + 1) *
    (cosCoeff f (k + 1) * cos (((k + 1 : ℕ) : ℝ) * x) +
      sinCoeff f (k + 1) * sin (((k + 1 : ℕ) : ℝ) * x))
```

`Finset.range N` runs over $0,\dots,N-1$, so the damped series is
$$D_{g,N}f(x)=a_0+2\sum_{k=0}^{N-1}g_{k+1}\big(a_{k+1}\cos (k+1)x+b_{k+1}\sin (k+1)x\big).$$
The 2 appears because the coefficients are means.

```lean
/-- The cosine kernel with damping factors `g` and `N` harmonics. -/
def kernel (g : ℕ → ℝ) (N : ℕ) (u : ℝ) : ℝ :=
  1 + 2 * ∑ k ∈ Finset.range N, g (k + 1) * cos (((k + 1 : ℕ) : ℝ) * u)
```

The kernel is $\kappa_{g,N}(u)=1+2\sum_{k=0}^{N-1}g_{k+1}\cos (k+1)u$.

```lean
/-- The sharply truncated Fourier series with `N` harmonics. -/
def partialSum (N : ℕ) (f : ℝ → ℝ) (x : ℝ) : ℝ := damped (fun _ => 1) N f x
```

With all factors equal to one, this is the partial sum $S_Nf$.

```lean
/-- The Cesàro mean: the average of the partial sums of orders `0` to `N`. -/
def cesaroMean (N : ℕ) (f : ℝ → ℝ) (x : ℝ) : ℝ :=
  (∑ n ∈ Finset.range (N + 1), partialSum n f x) / ((N : ℝ) + 1)
```

The Cesàro mean is $\sigma_Nf=\frac1{N+1}\sum_{n=0}^{N}S_nf$.

```lean
/-- The linear damping factor `1 - k / (N + 1)`. -/
def fejerFactor (N k : ℕ) : ℝ := 1 - (k : ℝ) / ((N : ℝ) + 1)
```

These are the weights $w_{N,k}=1-\frac{k}{N+1}$.

## Positive kernels control the error

```lean
/-- The integral over a period is linear on continuous functions. -/
theorem integral_comb {A B C : ℝ → ℝ} (hA : Continuous A) (hB : Continuous B)
    (hC : Continuous C) (p q : ℝ) :
    (∫ t in (-π)..π, (A t + p * B t + q * C t)) =
      (∫ t in (-π)..π, A t) + p * (∫ t in (-π)..π, B t) + q * (∫ t in (-π)..π, C t) := by
  rw [intervalIntegral.integral_add, intervalIntegral.integral_add,
    intervalIntegral.integral_const_mul, intervalIntegral.integral_const_mul] <;>
    exact Continuous.intervalIntegrable (by fun_prop) _ _
```

Integration is linear; continuity supplies integrability.

```lean
/-- A damping kernel centred at any point `x` is continuous. -/
theorem kernel_continuous (g : ℕ → ℝ) (N : ℕ) (x : ℝ) :
    Continuous fun t => kernel g N (x - t) := by
  unfold kernel
  exact continuous_const.add (continuous_const.mul
    (continuous_finsetSum _ fun k _ => by fun_prop))
```

A finite sum of cosines is continuous.

```lean
/-- A damping kernel has mean one over a period, and with at least one harmonic its
first cosine moment is the first damping factor. -/
theorem kernel_moments (g : ℕ → ℝ) (N : ℕ) (x : ℝ) :
    (∫ t in (-π)..π, kernel g N (x - t)) = 2 * π ∧
    (∫ t in (-π)..π, cos (x - t) * kernel g (N + 1) (x - t)) = 2 * π * g 1 := by
  -- every nonconstant harmonic integrates to zero
  have H : ∀ k : ℕ, (∫ t in (-π)..π, cos (((k + 1 : ℕ) : ℝ) * (x - t))) = 0 := by
    intro k
    have hk : ((k + 1 : ℕ) : ℝ) ≠ 0 := Nat.cast_ne_zero.mpr (Nat.succ_ne_zero k)
    have hd : ∀ t : ℝ, HasDerivAt
        (fun t => sin (((k + 1 : ℕ) : ℝ) * (x - t)) / (-((k + 1 : ℕ) : ℝ)))
        (cos (((k + 1 : ℕ) : ℝ) * (x - t))) t := fun t =>
      (((((hasDerivAt_id' t).const_sub x).const_mul ((k + 1 : ℕ) : ℝ)).sin).div_const
        (-((k + 1 : ℕ) : ℝ))).congr_deriv (by field_simp)
    rw [intervalIntegral.integral_eq_sub_of_hasDerivAt (fun t _ => hd t)
      (Continuous.intervalIntegrable (by fun_prop) _ _)]
    rw [show ((k + 1 : ℕ) : ℝ) * (x - -π) =
      ((k + 1 : ℕ) : ℝ) * (x - π) + ((k + 1 : ℕ) : ℝ) * (2 * π) by ring,
      Real.sin_add_nat_mul_two_pi, sub_self]
  have Z : (∫ t in (-π)..π, cos (((0 : ℕ) : ℝ) * (x - t))) = 2 * π := by
    simp only [Nat.cast_zero, zero_mul, Real.cos_zero, intervalIntegral.integral_const,
      smul_eq_mul]
    ring
  have cc : ∀ n : ℕ, Continuous fun t : ℝ => cos ((n : ℝ) * (x - t)) := fun n => by fun_prop
  have c1 : Continuous fun t : ℝ => cos (x - t) := by fun_prop
  constructor
  · induction N with
    | zero =>
      simp only [kernel, Finset.range_zero, Finset.sum_empty, mul_zero, add_zero,
        intervalIntegral.integral_const, smul_eq_mul]
      ring
    | succ N ih =>
      have e := integral_comb (kernel_continuous g N x) (cc (N + 1)) (cc (N + 1))
        (2 * g (N + 1)) 0
      rw [ih, H N] at e
      refine Eq.trans (intervalIntegral.integral_congr fun t _ => ?_) (e.trans (by ring))
      simp only [kernel, Finset.sum_range_succ]
      ring
  · induction N with
    | zero =>
      have e := integral_comb (cc (0 + 1)) (cc 0) (cc (1 + 1)) (g 1) (g 1)
      rw [H 0, Z, H 1] at e
      refine Eq.trans (intervalIntegral.integral_congr fun t _ => ?_) (e.trans (by ring))
      simp only [kernel, zero_add, Finset.sum_range_one, Nat.cast_one, Nat.cast_zero, one_mul,
        zero_mul, Real.cos_zero, Nat.reduceAdd, Nat.cast_ofNat, Real.cos_two_mul]
      ring
    | succ N ih =>
      have hm : Continuous fun t => cos (x - t) * kernel g (N + 1) (x - t) :=
        c1.mul (kernel_continuous g (N + 1) x)
      have e := integral_comb hm (cc (N + 2 + 1))
        (cc (N + 1)) (g (N + 1 + 1)) (g (N + 1 + 1))
      rw [ih, H (N + 2), H N] at e
      refine Eq.trans (intervalIntegral.integral_congr fun t _ => ?_) (e.trans (by ring))
      have d : 2 * (cos (x - t) * cos (((N + 1 + 1 : ℕ) : ℝ) * (x - t))) =
          cos (((N + 2 + 1 : ℕ) : ℝ) * (x - t)) + cos (((N + 1 : ℕ) : ℝ) * (x - t)) := by
        rw [show ((N + 2 + 1 : ℕ) : ℝ) * (x - t) =
            ((N + 1 + 1 : ℕ) : ℝ) * (x - t) + (x - t) by push_cast; ring,
          show ((N + 1 : ℕ) : ℝ) * (x - t) =
            ((N + 1 + 1 : ℕ) : ℝ) * (x - t) - (x - t) by push_cast; ring,
          Real.cos_add, Real.cos_sub (((N + 1 + 1 : ℕ) : ℝ) * (x - t)) (x - t)]
        ring
      have ks : kernel g (N + 1 + 1) (x - t) = kernel g (N + 1) (x - t) +
          2 * (g (N + 1 + 1) * cos (((N + 1 + 1 : ℕ) : ℝ) * (x - t))) := by
        unfold kernel
        rw [Finset.sum_range_succ _ (N + 1)]
        ring
      rw [ks]
      linear_combination g (N + 1 + 1) * d
```

In symbols,
$$\int_{-\pi}^{\pi}\kappa_{g,N}(x-t)\,dt=2\pi,\qquad \int_{-\pi}^{\pi}\cos(x-t)\,\kappa_{g,N+1}(x-t)\,dt=2\pi g_1.$$
Nonconstant harmonics integrate to zero (`H`). Since $2\cos u\cos mu=\cos(m+1)u+\cos(m-1)u$, only $m=1$ leaves a constant, $g_1$. The induction adds one harmonic at a time.

```lean
/-- For continuous `f`, the damped Fourier series at `x` is the mean over `[-π, π]` of `f t` times
the kernel at `x - t`. -/
theorem damped_eq_integral {f : ℝ → ℝ} (hf : Continuous f) (g : ℕ → ℝ) (N : ℕ) (x : ℝ) :
    damped g N f x = (∫ t in (-π)..π, f t * kernel g N (x - t)) / (2 * π) := by
  induction N with
  | zero => simp [damped, kernel, cosCoeff]
  | succ N ih =>
    have hs : damped g (N + 1) f x = damped g N f x + 2 * (g (N + 1) *
        (cosCoeff f (N + 1) * cos (((N + 1 : ℕ) : ℝ) * x) +
          sinCoeff f (N + 1) * sin (((N + 1 : ℕ) : ℝ) * x))) := by
      unfold damped
      rw [Finset.sum_range_succ]
      ring
    have hc : Continuous fun t => f t * cos (((N + 1 : ℕ) : ℝ) * t) := by fun_prop
    have hn : Continuous fun t => f t * sin (((N + 1 : ℕ) : ℝ) * t) := by fun_prop
    have hm : Continuous fun t => f t * kernel g N (x - t) :=
      hf.mul (kernel_continuous g N x)
    have e := integral_comb hm hc hn
      (2 * g (N + 1) * cos (((N + 1 : ℕ) : ℝ) * x)) (2 * g (N + 1) * sin (((N + 1 : ℕ) : ℝ) * x))
    have e' := Eq.trans (intervalIntegral.integral_congr
      (f := fun t => f t * kernel g (N + 1) (x - t)) fun t _ => by
        beta_reduce
        unfold kernel
        rw [Finset.sum_range_succ, mul_sub ((N + 1 : ℕ) : ℝ) x t, Real.cos_sub]
        ring) e
    rw [hs, ih, e']
    unfold cosCoeff sinCoeff
    ring
```

Insert the coefficient integrals and use $\cos mt\cos mx+\sin mt\sin mx=\cos m(x-t)$:
$$D_{g,N}f(x)=\frac1{2\pi}\int_{-\pi}^{\pi}f(t)\,\kappa_{g,N}(x-t)\,dt.$$
Lean again adds harmonics by induction.

```lean
/-- If a kernel with at least one harmonic is nonnegative and, at every `t`, continuous `f` deviates
from `c` by at most `a + b (1 - cos (x - t))`, the damped series at `x` deviates by at most
`a + b (1 - g 1)`. -/
theorem damped_deviation {f : ℝ → ℝ} (hf : Continuous f) {g : ℕ → ℝ} {N : ℕ}
    (hK : ∀ u, 0 ≤ kernel g (N + 1) u) {a b c x : ℝ}
    (h : ∀ t, |f t - c| ≤ a + b * (1 - cos (x - t))) :
    |damped g (N + 1) f x - c| ≤ a + b * (1 - g 1) := by
  have hk := kernel_continuous g (N + 1) x
  have hck : Continuous fun t => cos (x - t) * kernel g (N + 1) (x - t) :=
    (by fun_prop : Continuous fun t : ℝ => cos (x - t)).mul hk
  have E := integral_comb hk hk hck
  rw [(kernel_moments g (N + 1) x).1, (kernel_moments g N x).2] at E
  have C : ∀ p q : ℝ, IntervalIntegrable (fun t => kernel g (N + 1) (x - t) +
      p * kernel g (N + 1) (x - t) + q * (cos (x - t) * kernel g (N + 1) (x - t)))
      MeasureTheory.volume (-π) π := fun p q =>
    ((hk.add (continuous_const.mul hk)).add (continuous_const.mul hck)).intervalIntegrable _ _
  have F : IntervalIntegrable (fun t => f t * kernel g (N + 1) (x - t))
      MeasureTheory.volume (-π) π := (hf.mul hk).intervalIntegrable _ _
  have hab : -π ≤ π := by linarith [Real.pi_pos]
  -- positivity of the kernel preserves both pointwise inequalities
  have up := intervalIntegral.integral_mono hab F (C (c + a + b - 1) (-b)) (by
    intro t
    beta_reduce
    nlinarith [mul_le_mul_of_nonneg_right (abs_le.mp (h t)).2 (hK (x - t))])
  have lo := intervalIntegral.integral_mono hab (C (c - a - b - 1) b) F (by
    intro t
    beta_reduce
    nlinarith [mul_le_mul_of_nonneg_right (abs_le.mp (h t)).1 (hK (x - t))])
  rw [E] at up lo
  have h1 : damped g (N + 1) f x ≤ c + (a + b * (1 - g 1)) := by
    rw [damped_eq_integral hf, div_le_iff₀ Real.two_pi_pos]
    linarith
  have h2 : c - (a + b * (1 - g 1)) ≤ damped g (N + 1) f x := by
    rw [damped_eq_integral hf, le_div_iff₀ Real.two_pi_pos]
    linarith
  exact abs_le.mpr ⟨by linarith, by linarith⟩
```

The hypothesis `h` says that $f(t)$ lies within $a+b(1-\cos(x-t))$ of $c$. Multiply both inequalities by $\kappa_{g,N+1}(x-t)\ge0$, integrate and divide by $2\pi$. The two moments give $|D_{g,N+1}f(x)-c|\le a+b(1-g_1)$. The steps `up` and `lo` are the two integrated inequalities.

```lean
/-- A continuous `2π`-periodic function varies between two points by at most any chosen `ε > 0` plus
a constant times `1 - cos` of their separation. The constant may depend on the function and on `ε`,
but not on the points. -/
theorem periodic_variation {f : ℝ → ℝ} (hf : Continuous f)
    (hper : Function.Periodic f (2 * π)) {ε : ℝ} (hε : 0 < ε) :
    ∃ K : ℝ, ∀ x t, |f t - f x| ≤ ε + K * (1 - cos (x - t)) := by
  have hS : IsCompact (Set.Icc (-(2 * π)) (2 * π)) := isCompact_Icc
  obtain ⟨M, hM⟩ := hS.exists_bound_of_continuousOn hf.continuousOn
  obtain ⟨δ, hδ, hu⟩ := Metric.uniformContinuousOn_iff.mp
    (hS.uniformContinuousOn_of_continuous hf.continuousOn) ε hε
  obtain ⟨d, hd, hdδ, hdπ⟩ : ∃ d, 0 < d ∧ d ≤ δ ∧ d ≤ π :=
    ⟨min δ π, lt_min hδ Real.pi_pos, min_le_left _ _, min_le_right _ _⟩
  have hc : 0 < 1 - cos d := by
    have := Real.cos_lt_cos_of_nonneg_of_le_pi le_rfl hdπ hd
    rw [Real.cos_zero] at this
    linarith
  refine ⟨2 * M / (1 - cos d), fun x t => ?_⟩
  -- shift both points by whole periods so that they are at most π apart
  obtain ⟨m, hm, -⟩ := existsUnique_add_zsmul_mem_Ico Real.two_pi_pos x (-π)
  obtain ⟨n, hn, -⟩ := existsUnique_add_zsmul_mem_Ico Real.two_pi_pos t
    (x + (m : ℝ) * (2 * π) - π)
  simp only [zsmul_eq_mul] at hm hn
  have hx : f (x + (m : ℝ) * (2 * π)) = f x := hper.int_mul m x
  have ht : f (t + (n : ℝ) * (2 * π)) = f t := hper.int_mul n t
  have hcos : cos ((x + (m : ℝ) * (2 * π)) - (t + (n : ℝ) * (2 * π))) = cos (x - t) := by
    rw [show (x + (m : ℝ) * (2 * π)) - (t + (n : ℝ) * (2 * π)) =
      (x - t) + ((m - n : ℤ) : ℝ) * (2 * π) by push_cast; ring, Real.cos_add_int_mul_two_pi]
  rw [← hx, ← ht, ← hcos]
  generalize x + (m : ℝ) * (2 * π) = y at hm hn ⊢
  generalize t + (n : ℝ) * (2 * π) = s at hn ⊢
  obtain ⟨a1, a2⟩ := hm
  obtain ⟨b1, b2⟩ := hn
  have hy : y ∈ Set.Icc (-(2 * π)) (2 * π) :=
    ⟨by linarith [Real.pi_pos], by linarith [Real.pi_pos]⟩
  have hs : s ∈ Set.Icc (-(2 * π)) (2 * π) := ⟨by linarith, by linarith⟩
  have hMy : |f y| ≤ M := hM y hy
  have hMs : |f s| ≤ M := hM s hs
  have hM0 : 0 ≤ M := (abs_nonneg _).trans hMy
  by_cases h : |s - y| < d
  · have h1 := hu s hs y hy (by rw [Real.dist_eq]; exact h.trans_le hdδ)
    rw [Real.dist_eq] at h1
    have h2 : 0 ≤ 2 * M / (1 - cos d) * (1 - cos (y - s)) :=
      mul_nonneg (div_nonneg (by linarith) hc.le) (by linarith [Real.cos_le_one (y - s)])
    linarith
  · have h1 : cos (y - s) ≤ cos d := by
      rw [← Real.cos_abs (y - s), abs_sub_comm]
      exact Real.cos_le_cos_of_nonneg_of_le_pi hd.le
        (abs_le.mpr ⟨by linarith, by linarith⟩) (not_lt.mp h)
    have h2 : 2 * M ≤ 2 * M / (1 - cos d) * (1 - cos (y - s)) := by
      rw [div_mul_eq_mul_div, le_div_iff₀ hc]
      exact mul_le_mul_of_nonneg_left (by linarith) (by linarith)
    obtain ⟨p1, p2⟩ := abs_le.mp hMy
    obtain ⟨q1, q2⟩ := abs_le.mp hMs
    exact abs_le.mpr ⟨by linarith, by linarith⟩
```

Shift $x,t$ by whole periods to $y,s$ with $|s-y|\le\pi$. Let $M$ bound $|f|$. Uniform continuity gives $0<d\le\pi$ such that $|f(s)-f(y)|<\varepsilon$ whenever $|s-y|<d$. Otherwise $1-\cos(y-s)\ge1-\cos d$, so
$$|f(s)-f(y)|\le2M\le K(1-\cos(y-s)),\qquad K=\frac{2M}{1-\cos d}.$$
`by_cases` separates these cases.

```lean
/-- For nonnegative damping kernels with `N + 1` harmonics, the damped series converge uniformly to
`f` for every continuous `2π`-periodic `f` exactly when the first damping factor tends to one as `N`
grows. -/
theorem damping_criterion (g : ℕ → ℕ → ℝ) (hK : ∀ N u, 0 ≤ kernel (g N) (N + 1) u) :
    (∀ f : ℝ → ℝ, Continuous f → Function.Periodic f (2 * π) →
      TendstoUniformly (fun N x => damped (g N) (N + 1) f x) f atTop) ↔
    Tendsto (fun N => g N 1) atTop (𝓝 1) := by
  constructor
  · -- test on the cosine at the origin
    intro h
    have h0 := (h cos Real.continuous_cos Real.cos_periodic).tendsto_at 0
    have e : ∀ N, damped (g N) (N + 1) cos 0 = g N 1 := by
      intro N
      have h1 := (kernel_moments (g N) N 0).2
      rw [damped_eq_integral Real.continuous_cos]
      simp only [zero_sub, Real.cos_neg] at h1 ⊢
      rw [h1]
      field_simp
    simpa only [e, Real.cos_zero] using h0
  · intro hg f hf hper
    rw [Metric.tendstoUniformly_iff]
    intro ε hε
    obtain ⟨K, h⟩ := periodic_variation hf hper (half_pos hε)
    have hlim : Tendsto (fun N => K * (1 - g N 1)) atTop (𝓝 0) := by
      simpa using (hg.const_sub 1).const_mul K
    filter_upwards [hlim.eventually_lt_const (half_pos hε)] with N hN x
    have h1 := damped_deviation hf (hK N) (h x)
    rw [dist_comm, Real.dist_eq]
    linarith
```

Here each $N$ has its own factors $g^{(N)}$, and `hK` assumes nonnegative kernels. `TendstoUniformly` means that one threshold in $N$ serves all $x$.

If convergence holds for every such $f$, test $f=\cos$ at $0$: the series equals $g^{(N)}_1$, which must tend to $1$. Conversely, the previous two results with $\varepsilon/2$ give
$$|D_{g^{(N)},N+1}f(x)-f(x)|\le\tfrac{\varepsilon}{2}+K(1-g^{(N)}_1)<\varepsilon$$
for all large $N$ and every $x$.

## Averaging gives a positive kernel

```lean
/-- Averaging truncated sums of orders `0` to `N` damps their terms linearly. -/
theorem average_truncations (N : ℕ) (a : ℝ) (c : ℕ → ℝ) :
    ∑ n ∈ Finset.range (N + 1), (a + 2 * ∑ k ∈ Finset.range n, c k) =
      ((N : ℝ) + 1) * (a + 2 * ∑ k ∈ Finset.range (N + 1), fejerFactor N (k + 1) * c k) := by
  have h : ∑ n ∈ Finset.range (N + 1), (a + 2 * ∑ k ∈ Finset.range n, c k) =
      ((N : ℝ) + 1) * a + 2 * ∑ k ∈ Finset.range (N + 1), ((N : ℝ) - k) * c k := by
    induction N with
    | zero => simp
    | succ N ih =>
      have e : ∑ k ∈ Finset.range (N + 1 + 1), (((N + 1 : ℕ) : ℝ) - k) * c k =
          ∑ k ∈ Finset.range (N + 1), ((N : ℝ) - k) * c k + ∑ k ∈ Finset.range (N + 1), c k := by
        rw [Finset.sum_range_succ _ (N + 1), sub_self, zero_mul, add_zero,
          ← Finset.sum_add_distrib]
        exact Finset.sum_congr rfl fun k _ => by push_cast; ring
      rw [e, Finset.sum_range_succ _ (N + 1), ih]
      push_cast
      ring
  have e : ((N : ℝ) + 1) * ∑ k ∈ Finset.range (N + 1), fejerFactor N (k + 1) * c k =
      ∑ k ∈ Finset.range (N + 1), ((N : ℝ) - k) * c k := by
    rw [Finset.mul_sum]
    refine Finset.sum_congr rfl fun k _ => ?_
    have hN : (N : ℝ) + 1 ≠ 0 := by positivity
    have hw : ((N : ℝ) + 1) * fejerFactor N (k + 1) = (N : ℝ) - k := by
      unfold fejerFactor
      rw [mul_sub, mul_div_cancel₀ _ hN]
      push_cast
      ring
    rw [← mul_assoc, hw]
  rw [h]
  linear_combination (-2) * e
```

The term $c_k$ occurs in the truncations $n=k+1,\dots,N$, hence $N-k=(N+1)w_{N,k+1}$ times.

```lean
/-- The linearly damped kernel, multiplied by `N + 1`, is a sum of two squares. -/
theorem fejer_kernel_squares (N : ℕ) (u : ℝ) :
    ((N : ℝ) + 1) * kernel (fejerFactor N) (N + 1) u =
      (∑ j ∈ Finset.range (N + 1), cos ((j : ℝ) * u)) ^ 2 +
      (∑ j ∈ Finset.range (N + 1), sin ((j : ℝ) * u)) ^ 2 := by
  unfold kernel
  refine (average_truncations N 1 (fun k => cos (((k + 1 : ℕ) : ℝ) * u))).symm.trans ?_
  generalize N + 1 = M
  induction M with
  | zero => simp
  | succ M ih =>
    -- the cross terms of the squares are the next truncated cosine sum
    have key : (∑ j ∈ Finset.range M, cos ((j : ℝ) * u)) * cos ((M : ℝ) * u) +
        (∑ j ∈ Finset.range M, sin ((j : ℝ) * u)) * sin ((M : ℝ) * u) =
        ∑ k ∈ Finset.range M, cos (((k + 1 : ℕ) : ℝ) * u) := by
      refine Eq.trans ?_ (Finset.sum_range_reflect (fun k => cos (((k + 1 : ℕ) : ℝ) * u)) M)
      rw [Finset.sum_mul, Finset.sum_mul, ← Finset.sum_add_distrib]
      refine Finset.sum_congr rfl fun j hj => ?_
      have hj' : j < M := Finset.mem_range.mp hj
      have hc : ((M - 1 - j + 1 : ℕ) : ℝ) = (M : ℝ) - j := by
        rw [show M - 1 - j + 1 = M - j by omega, Nat.cast_sub hj'.le]
      show _ = cos (((M - 1 - j + 1 : ℕ) : ℝ) * u)
      rw [hc, sub_mul, Real.cos_sub]
      ring
    rw [Finset.sum_range_succ, Finset.sum_range_succ, Finset.sum_range_succ, ih]
    linear_combination (-2) * key - Real.sin_sq_add_cos_sq ((M : ℝ) * u)
```

In symbols,
$$(N+1)\,\kappa_{w_N,N+1}(u)=\Big(\sum_{j=0}^{N}\cos ju\Big)^2+\Big(\sum_{j=0}^{N}\sin ju\Big)^2.$$
By the averaging identity, the left side is $\sum_{n=0}^{N}\big(1+2\sum_{k=0}^{n-1}\cos(k+1)u\big)$. On the right, extending the sums from $j<M$ to $j=M$ adds $1+2\sum_{j=0}^{M-1}\cos(M-j)u$, which is the summand $n=M$. `key` reverses the order of the cross terms.

```lean
/-- Fejér's theorem: for continuous `2π`-periodic `f`, all Cesàro means of the Fourier partial
sums lie between the minimum and maximum of `f`, and they converge to `f` uniformly. -/
theorem fejer_theorem {f : ℝ → ℝ} (hf : Continuous f) (hper : Function.Periodic f (2 * π)) :
    (∃ p q, (∀ y, f p ≤ f y ∧ f y ≤ f q) ∧
      ∀ N x, f p ≤ cesaroMean N f x ∧ cesaroMean N f x ≤ f q) ∧
    TendstoUniformly (fun N x => cesaroMean N f x) f atTop := by
  have key : ∀ N x, cesaroMean N f x = damped (fejerFactor N) (N + 1) f x := by
    intro N x
    have hN : (N : ℝ) + 1 ≠ 0 := by positivity
    unfold cesaroMean partialSum damped
    rw [div_eq_iff hN]
    simp only [one_mul]
    rw [average_truncations, mul_comm]
  have pos : ∀ N u, 0 ≤ kernel (fejerFactor N) (N + 1) u := by
    intro N u
    have h : 0 ≤ ((N : ℝ) + 1) * kernel (fejerFactor N) (N + 1) u := by
      rw [fejer_kernel_squares]
      positivity
    exact (mul_nonneg_iff_of_pos_left (by positivity)).mp h
  constructor
  · -- the extrema over one period are global extrema
    have hne : (Set.Icc 0 (2 * π)).Nonempty := Set.nonempty_Icc.mpr Real.two_pi_pos.le
    obtain ⟨p, -, hmin⟩ := isCompact_Icc.exists_isMinOn hne hf.continuousOn
    obtain ⟨q, -, hmax⟩ := isCompact_Icc.exists_isMaxOn hne hf.continuousOn
    have ext : ∀ y, f p ≤ f y ∧ f y ≤ f q := by
      intro y
      obtain ⟨z, hz, e⟩ := hper.exists_mem_Ico₀ Real.two_pi_pos y
      rw [e]
      exact ⟨isMinOn_iff.mp hmin z ⟨hz.1, hz.2.le⟩, isMaxOn_iff.mp hmax z ⟨hz.1, hz.2.le⟩⟩
    refine ⟨p, q, ext, fun N x => ?_⟩
    have h := damped_deviation hf (pos N) (a := (f q - f p) / 2) (b := 0)
      (c := (f p + f q) / 2) (x := x) (fun t => by
        obtain ⟨h1, h2⟩ := ext t
        exact abs_le.mpr ⟨by linarith, by linarith⟩)
    obtain ⟨h1, h2⟩ := abs_le.mp h
    rw [key]
    exact ⟨by linarith, by linarith⟩
  · have lim : Tendsto (fun N => fejerFactor N 1) atTop (𝓝 1) := by
      simpa [fejerFactor] using
        (tendsto_one_div_add_atTop_nhds_zero_nat (𝕜 := ℝ)).const_sub 1
    simp only [key]
    exact (damping_criterion fejerFactor pos).mpr lim f hf hper

end

end FejerDamping
```

For continuous $f$ (`hf`) of period $2\pi$ (`hper`), there are points $p,q$ where $f$ attains its minimum and maximum, and $f(p)\le\sigma_Nf(x)\le f(q)$ for all $N,x$. In particular, $f\ge0$ gives $\sigma_Nf\ge0$.

By averaging, $\sigma_Nf=D_{w_N,N+1}f$ (`key`); the last weight, $w_{N,N+1}$, is zero. The squares make the kernel nonnegative (`pos`). For the bounds, take $c=\frac{f(p)+f(q)}2$, $a=\frac{f(q)-f(p)}2$ and $b=0$ in the deviation estimate. For convergence, $w_{N,1}=1-\frac1{N+1}\to1$, so the criterion applies.

The theorem gives no convergence rate, and its continuity hypothesis excludes the discrete line spectrum of a finite system.

```lean
#print axioms FejerDamping.fejer_theorem
-- 'FejerDamping.fejer_theorem' depends on axioms: [propext, Classical.choice, Quot.sound]
```
